# The DVR kinetic-energy matrix of a particle in a box on a uniform grid, in closed form

In the discrete variable representation (DVR) of a particle in a box on a uniform grid, each element of the kinetic-energy matrix is a sum over the lowest modes of the box. For a grid that divides the box into \(N\) intervals, with \(N-1\) modes and \((N-1)^2\) elements, filling the matrix term by term takes a number of operations that grows as \(N^3\). The sum also hides how an element depends on the positions of its two grid points. The parts below carry out the sum.

## The box, the grid and the matrix

A particle of mass \(m\) moves freely between hard walls at \(x=0\) and \(x=L\). Its kinetic energy is \(-\kappa\,d^2/dx^2\) with \(\kappa=\hbar^2/2m\), so \(\kappa\) is neither a wavenumber nor a force constant here.

```lean
import Mathlib

open Real

namespace FiniteIntervalDVR

noncomputable section
```

The standing waves, with quantum number \(n=1,2,\dots\), are
\[
\varphi_n(x)=\sqrt{2/L}\,\sin(n\pi x/L).
\]

```lean
/-- The `n`-th standing wave of a particle in a box `[0, L]`, for `L > 0` and `n ≥ 1`. -/
def boxMode (L : ℝ) (n : ℕ) (x : ℝ) : ℝ := √(2 / L) * sin (n * π * x / L)
```

Their energies are \(E_n=\kappa(n\pi/L)^2\).

```lean
/-- The kinetic energy of the `n`-th standing wave, with `κ = ħ²/2m`, `L > 0` and `n ≥ 1`. -/
def boxEnergy (κ L : ℝ) (n : ℕ) : ℝ := κ * (n * π / L) ^ 2
```

The grid \(x_i=iL/N\) divides the box into \(N\) intervals. It has \(N-1\) interior points, and \(i=0\) and \(i=N\) are the walls. The DVR used here keeps the first \(N-1\) modes and uses the matrix
\[
T_{ij}=\frac LN\sum_{n=1}^{N-1}\varphi_n(x_i)\,E_n\,\varphi_n(x_j).
\]
This is the kinetic energy between the localised functions \(\chi_i(x)=\sqrt{L/N}\sum_{n=1}^{N-1}\varphi_n(x_i)\varphi_n(x)\). That identification rests on the orthonormality of the modes on \([0,L]\), a standard result that is not proved here; the Lean code starts from the sum. In the code, `Finset.Ico 1 N` is the range \(1\le n<N\).

```lean
/-- The kinetic-energy matrix on the grid `x_i = i L / N`, built from the first `N - 1`
standing waves with quadrature weight `L / N`, for `L > 0` and `N > 0`. -/
def dvrKinetic (κ L : ℝ) (N i j : ℕ) : ℝ :=
  L / N * ∑ n ∈ Finset.Ico 1 N,
    boxMode L n (i * L / N) * boxEnergy κ L n * boxMode L n (j * L / N)
```

The part of the matrix without units is the mode sum
\[
S_{ij}=\frac2N\sum_{n=1}^{N-1}n^2\sin\frac{n\pi i}{N}\sin\frac{n\pi j}{N}.
\]

```lean
/-- The dimensionless mode sum of the kinetic-energy matrix, for `N > 0`. -/
def modeSum (N i j : ℕ) : ℝ :=
  2 / N * ∑ n ∈ Finset.Ico 1 N, (n : ℝ) ^ 2 * sin (n * π * i / N) * sin (n * π * j / N)
```

## (a) The energies belong to the modes

Show that each standing wave satisfies
\[
-\kappa\,\varphi_n''(x)=E_n\,\varphi_n(x).
\]

The first derivative is \(\varphi_n'(x)=\sqrt{2/L}\,(n\pi/L)\cos(n\pi x/L)\). Differentiating again gives \(\varphi_n''(x)=-(n\pi/L)^2\varphi_n(x)\), and multiplication by \(-\kappa\) gives the equation.

In `boxMode_eigen`, `HasDerivAt` says that the function \(-\kappa\varphi_n'\) is differentiable at \(x\) with derivative \(E_n\varphi_n(x)\). The proof first finds \(\varphi_n'\) as a function (`h1`) and then differentiates it once more (`h2`). The boundary conditions enter through the choice of sines and are not part of the statement.

```lean
/-- Each standing wave satisfies the eigenvalue equation of the kinetic energy `-κ d²/dx²`, with
eigenvalue `boxEnergy`. -/
theorem boxMode_eigen (κ L : ℝ) (n : ℕ) (x : ℝ) :
    HasDerivAt (fun y => -κ * deriv (boxMode L n) y)
      (boxEnergy κ L n * boxMode L n x) x := by
  have hlin : ∀ y : ℝ, HasDerivAt (fun y : ℝ => n * π * y / L) (n * π / L) y := by
    intro y
    simpa using ((hasDerivAt_id y).const_mul (n * π)).div_const L
  have h1 : deriv (boxMode L n) =
      fun y => √(2 / L) * (cos (n * π * y / L) * (n * π / L)) :=
    funext fun y => (((hlin y).sin).const_mul (√(2 / L))).deriv
  rw [h1]
  have h2 := ((((hlin x).cos).mul_const (n * π / L)).const_mul (√(2 / L))).const_mul (-κ)
  exact h2.congr_deriv (by unfold boxEnergy boxMode; ring)
```

## (b) A cosine sum with weights \(n^2\)

Let \(A_N(\varphi)=\sum_{n=0}^{N-1}n^2\cos 2n\varphi\), where \(\varphi\) without an index is an angle. Show that if \(\sin\varphi\ne0\) and \(\sin 2N\varphi=0\), then
\[
A_N(\varphi)=\cos(2N\varphi)\left(\frac{N}{2\sin^2\varphi}-\frac{N^2}{2}\right).
\]

Take any number of terms \(M\) and sum by parts. Since \(2\sin\varphi\cos2n\varphi=\sin(2n+1)\varphi-\sin(2n-1)\varphi\),
\[
2\sin\varphi\,A_M=M^2\sin(2M-1)\varphi-\sum_{n=0}^{M-1}(2n+1)\sin(2n+1)\varphi .
\]
For the remaining sum use \(2\sin\varphi\sin(2n+1)\varphi=\cos2n\varphi-\cos(2n+2)\varphi\). A second summation by parts gives
\[
2\sin\varphi\sum_{n=0}^{M-1}(2n+1)\sin(2n+1)\varphi=-1-(2M-1)\cos2M\varphi+2\sum_{n=0}^{M-1}\cos2n\varphi .
\]
The last sum telescopes by the first identity: \(2\sum_{n=0}^{M-1}\cos2n\varphi=1+\sin(2M-1)\varphi/\sin\varphi\). Expanding \(\sin(2M-1)\varphi=\sin2M\varphi\cos\varphi-\cos2M\varphi\sin\varphi\) reduces the right-hand side to \(-2M\cos2M\varphi+\sin2M\varphi\cos\varphi/\sin\varphi\). Altogether,
\[
4\sin^3\!\varphi\,A_M=2M^2\sin^2\!\varphi\,\sin(2M-1)\varphi+2M\sin\varphi\cos2M\varphi-\sin2M\varphi\cos\varphi .
\]
At \(M=N\) the condition \(\sin2N\varphi=0\) removes the last term and turns \(\sin(2N-1)\varphi\) into \(-\cos2N\varphi\sin\varphi\). Division by \(4\sin^3\varphi\) gives the result.

In `node_cos_sum`, the identity for general \(M\) is `key`. Lean confirms it by induction on \(M\): the addition formulas expand the angle \(2(M+1)\varphi\), and `linear_combination` closes the step with \(\sin^2\varphi+\cos^2\varphi=1\). The factor \(4\sin^3\varphi\) is then cancelled.

```lean
/-- The cosine sum with weights `n²`, at an angle with `sin φ ≠ 0` and `sin (2Nφ) = 0`. -/
theorem node_cos_sum (N : ℕ) (φ : ℝ) (hs : sin φ ≠ 0) (hN : sin (2 * N * φ) = 0) :
    ∑ n ∈ Finset.range N, (n : ℝ) ^ 2 * cos (2 * n * φ) =
      cos (2 * N * φ) * (N / (2 * sin φ ^ 2) - N ^ 2 / 2) := by
  -- summation by parts, valid for every angle and every number of terms
  have key : ∀ M : ℕ, 4 * sin φ ^ 3 * ∑ n ∈ Finset.range M, (n : ℝ) ^ 2 * cos (2 * n * φ) =
      2 * sin φ ^ 2 * M ^ 2 * (sin (2 * M * φ) * cos φ - cos (2 * M * φ) * sin φ)
        + 2 * sin φ * M * cos (2 * M * φ) - sin (2 * M * φ) * cos φ := by
    intro M
    induction M with
    | zero => simp
    | succ M ih =>
      have hc : cos (2 * φ) = 1 - 2 * sin φ ^ 2 := by
        rw [Real.cos_two_mul]
        linear_combination 2 * Real.sin_sq_add_cos_sq φ
      have ha : 2 * ((M + 1 : ℕ) : ℝ) * φ = 2 * M * φ + 2 * φ := by push_cast; ring
      rw [Finset.sum_range_succ, ha, Real.sin_add, Real.cos_add, hc, Real.sin_two_mul]
      push_cast
      linear_combination ih - (4 * sin φ ^ 3 * ((M : ℝ) + 1) ^ 2 * cos (2 * M * φ)
        - 2 * sin φ * cos (2 * M * φ)) * Real.sin_sq_add_cos_sq φ
  have h4 : 4 * sin φ ^ 3 ≠ 0 := mul_ne_zero (by norm_num) (pow_ne_zero 3 hs)
  apply mul_left_cancel₀ h4
  rw [key N, hN]
  field_simp
  ring
```

## (c) From a product of sines to two cosine sums

Show that
\[
S_{ij}=\frac1N\bigl[A_N(\theta_-)-A_N(\theta_+)\bigr],\qquad \theta_\pm=\frac{\pi(i\pm j)}{2N}.
\]

Put \(a=n\pi i/N\) and \(b=n\pi j/N\). Then \(a-b=2n\theta_-\) and \(a+b=2n\theta_+\), so \(2\sin a\sin b=\cos2n\theta_--\cos2n\theta_+\). Multiply by \(n^2/N\) and sum. The term \(n=0\) of \(A_N\) vanishes, so the different starting points of the sums do no harm.

In `modeSum_eq_cos`, `h0` adds the zero term, and `e1` and `e2` identify the angles. The rest is the addition formula for the cosine, term by term.

```lean
/-- The mode sum is `1 / N` times the difference of two cosine sums with weights `n²`, at the angles
`π (i - j) / (2 N)` and `π (i + j) / (2 N)`. -/
theorem modeSum_eq_cos (N i j : ℕ) :
    modeSum N i j = 1 / N *
      (∑ n ∈ Finset.range N, (n : ℝ) ^ 2 * cos (2 * n * (π * ((i : ℝ) - j) / (2 * N)))
      - ∑ n ∈ Finset.range N, (n : ℝ) ^ 2 * cos (2 * n * (π * ((i : ℝ) + j) / (2 * N)))) := by
  have h0 : ∑ n ∈ Finset.Ico 1 N, (n : ℝ) ^ 2 * sin (n * π * i / N) * sin (n * π * j / N) =
      ∑ n ∈ Finset.range N, (n : ℝ) ^ 2 * sin (n * π * i / N) * sin (n * π * j / N) := by
    apply Finset.sum_subset
    · intro n hn
      rw [Finset.mem_Ico] at hn
      exact Finset.mem_range.mpr hn.2
    · intro n hn hn'
      rw [Finset.mem_range] at hn
      rw [Finset.mem_Ico] at hn'
      have : n = 0 := by omega
      simp [this]
  unfold modeSum
  rw [h0, ← Finset.sum_sub_distrib, Finset.mul_sum, Finset.mul_sum]
  refine Finset.sum_congr rfl fun n _ => ?_
  have e1 : 2 * (n : ℝ) * (π * ((i : ℝ) - j) / (2 * N)) = n * π * i / N - n * π * j / N := by
    ring
  have e2 : 2 * (n : ℝ) * (π * ((i : ℝ) + j) / (2 * N)) = n * π * i / N + n * π * j / N := by
    ring
  rw [e1, e2, Real.cos_sub, Real.cos_add]
  ring
```

## (d) The denominators at different grid points

Let \(0\le i,j\le N\) and \(i\ne j\). Show that
\[
\sin\theta_-\ne0\quad\text{and}\quad\sin\theta_+\ne0 .
\]

Two different integers between \(0\) and \(N\) have a sum between \(1\) and \(2N-1\), so \(0<\theta_+<\pi\) and \(\sin\theta_+>0\). Their difference is non-zero and at most \(N\) in size, so \(0<|\theta_-|\le\pi/2\), and \(\sin\theta_-\ne0\).

The proof of `grid_sin_ne` uses the wider bound \(-\pi<\theta_-<\pi\), within which the sine vanishes only at zero.

```lean
/-- For two different grid points, walls included, the sines in the denominators of the
closed form do not vanish. -/
theorem grid_sin_ne {N i j : ℕ} (hi : i ≤ N) (hj : j ≤ N) (hij : i ≠ j) :
    sin (π * ((i : ℝ) - j) / (2 * N)) ≠ 0 ∧ sin (π * ((i : ℝ) + j) / (2 * N)) ≠ 0 := by
  have hN : (0 : ℝ) < 2 * N := by exact_mod_cast (by omega : 0 < 2 * N)
  have hp : (0 : ℝ) < (i : ℝ) + j := by exact_mod_cast (by omega : 0 < i + j)
  have hlt : (i : ℝ) + j < 2 * N := by exact_mod_cast (by omega : i + j < 2 * N)
  have hi0 : (0 : ℝ) ≤ i := Nat.cast_nonneg i
  have hj0 : (0 : ℝ) ≤ j := Nat.cast_nonneg j
  have hd : (i : ℝ) - j ≠ 0 := sub_ne_zero.mpr (by exact_mod_cast hij)
  constructor
  · have h1 : -π < π * ((i : ℝ) - j) / (2 * N) := by
      rw [lt_div_iff₀ hN]
      nlinarith [mul_pos pi_pos (by linarith : (0 : ℝ) < 2 * N + (i - j))]
    have h2 : π * ((i : ℝ) - j) / (2 * N) < π := by
      rw [div_lt_iff₀ hN]
      exact mul_lt_mul_of_pos_left (by linarith) pi_pos
    rw [Ne, Real.sin_eq_zero_iff_of_lt_of_lt h1 h2]
    exact div_ne_zero (mul_ne_zero pi_ne_zero hd) hN.ne'
  · refine (Real.sin_pos_of_pos_of_lt_pi (div_pos (mul_pos pi_pos hp) hN) ?_).ne'
    rw [div_lt_iff₀ hN]
    exact mul_lt_mul_of_pos_left hlt pi_pos
```

## (e) The sum for two different points

Under the same conditions, show that
\[
S_{ij}=\frac{(-1)^{i+j}}2\left(\frac1{\sin^2\theta_-}-\frac1{\sin^2\theta_+}\right).
\]

Since \(2N\theta_\pm=(i\pm j)\pi\), both angles satisfy \(\sin2N\theta_\pm=0\), and part (d) supplies the other condition of part (b). Both cosines \(\cos2N\theta_\pm\) equal \((-1)^{i+j}\). In the difference of part (c) the terms \(N^2/2\) cancel, and the factor \(1/N\) removes the remaining \(N\).

The sign is often written \((-1)^{i-j}\), which has the same value; `modeSum_offdiag` uses \(i+j\) because that exponent is a natural number. The equations `em` and `ep` evaluate \(2N\theta_\mp\), and the two uses of `node_cos_sum` are those of part (b).

```lean
/-- Closed form of the mode sum for two different grid points, walls included. -/
theorem modeSum_offdiag {N i j : ℕ} (hi : i ≤ N) (hj : j ≤ N) (hij : i ≠ j) :
    modeSum N i j = (-1) ^ (i + j) / 2 *
      (1 / sin (π * ((i : ℝ) - j) / (2 * N)) ^ 2
        - 1 / sin (π * ((i : ℝ) + j) / (2 * N)) ^ 2) := by
  obtain ⟨hm, hp⟩ := grid_sin_ne hi hj hij
  have hN : (N : ℝ) ≠ 0 := by exact_mod_cast (by omega : N ≠ 0)
  have em : 2 * (N : ℝ) * (π * ((i : ℝ) - j) / (2 * N)) = i * π - j * π := by
    rw [mul_div_cancel₀ _ (mul_ne_zero two_ne_zero hN)]; ring
  have ep : 2 * (N : ℝ) * (π * ((i : ℝ) + j) / (2 * N)) = i * π + j * π := by
    rw [mul_div_cancel₀ _ (mul_ne_zero two_ne_zero hN)]; ring
  rw [modeSum_eq_cos,
    node_cos_sum N _ hm (by rw [em, Real.sin_sub]; simp [Real.sin_nat_mul_pi]),
    node_cos_sum N _ hp (by rw [ep, Real.sin_add]; simp [Real.sin_nat_mul_pi]),
    em, ep, Real.cos_sub, Real.cos_add]
  simp only [Real.sin_nat_mul_pi, Real.cos_nat_mul_pi, pow_add]
  field_simp
  ring
```

## (f) The sum on the diagonal

Let \(0<i<N\). Show that
\[
S_{ii}=\frac12\left(\frac{2N^2+1}{3}-\frac1{\sin^2(\pi i/N)}\right).
\]

Now \(\theta_-=0\), so part (b) does not apply to the first cosine sum. That sum is a plain sum of squares, \(A_N(0)=N(N-1)(2N-1)/6\). The other angle is \(\theta_+=\pi i/N\), which lies strictly between \(0\) and \(\pi\), and \(\cos2N\theta_+=\cos2\pi i=1\). Hence
\[
S_{ii}=\frac{(N-1)(2N-1)}6+\frac N2-\frac1{2\sin^2(\pi i/N)},
\]
and the first two terms add up to \((2N^2+1)/6\). For \(N=2\), \(i=1\) both sides equal \(1\).

In `modeSum_diag`, `hsq` proves the sum of squares by induction, `h1` applies it at \(\theta_-=0\), and `node_cos_sum` handles \(\theta_+\).

```lean
/-- Closed form of the mode sum on the diagonal, at an interior grid point. -/
theorem modeSum_diag {N i : ℕ} (hi : 0 < i) (hiN : i < N) :
    modeSum N i i = ((2 * (N : ℝ) ^ 2 + 1) / 3 - 1 / sin (π * i / N) ^ 2) / 2 := by
  have hN : (0 : ℝ) < N := by exact_mod_cast (by omega : 0 < N)
  have hi' : (0 : ℝ) < i := by exact_mod_cast hi
  have hs : sin (π * i / N) ≠ 0 := by
    refine (Real.sin_pos_of_pos_of_lt_pi (by positivity) ?_).ne'
    rw [div_lt_iff₀ hN]
    exact mul_lt_mul_of_pos_left (by exact_mod_cast hiN) pi_pos
  have hsq : ∀ M : ℕ, ∑ n ∈ Finset.range M, (n : ℝ) ^ 2 = M * (M - 1) * (2 * M - 1) / 6 := by
    intro M
    induction M with
    | zero => simp
    | succ M ih => rw [Finset.sum_range_succ, ih]; push_cast; ring
  have h1 : ∑ n ∈ Finset.range N, (n : ℝ) ^ 2 * cos (2 * n * (π * ((i : ℝ) - i) / (2 * N))) =
      N * (N - 1) * (2 * N - 1) / 6 := by
    rw [← hsq]
    exact Finset.sum_congr rfl fun n _ => by simp
  have hφ : π * ((i : ℝ) + i) / (2 * N) = π * i / N := by ring
  have e : 2 * (N : ℝ) * (π * i / N) = ((2 * i : ℕ) : ℝ) * π := by
    push_cast
    field_simp
  rw [modeSum_eq_cos, h1, hφ, node_cos_sum N _ hs (by rw [e]; exact Real.sin_nat_mul_pi _),
    e, Real.cos_nat_mul_pi, pow_mul]
  norm_num
  field_simp
  ring
```

## (g) The kinetic-energy matrix

Let \(L>0\), let \(i\) be an interior point and \(j\) any grid point. Show that
\[
T_{ij}=\frac{\kappa\pi^2}{L^2}
\begin{cases}
\dfrac12\left(\dfrac{2N^2+1}{3}-\dfrac1{\sin^2(\pi i/N)}\right), & i=j,\\[2ex]
\dfrac{(-1)^{i+j}}2\left(\dfrac1{\sin^2\frac{\pi(i-j)}{2N}}-\dfrac1{\sin^2\frac{\pi(i+j)}{2N}}\right), & i\ne j.
\end{cases}
\]

At a grid point, \(\varphi_n(x_i)=\sqrt{2/L}\,\sin(n\pi i/N)\). The two normalisation factors multiply to \(2/L\), which turns the quadrature weight \(L/N\) into \(2/N\). The energy contributes \(\kappa\pi^2n^2/L^2\). So \(T_{ij}=(\kappa\pi^2/L^2)\,S_{ij}\), and parts (e) and (f) finish the calculation.

In `dvrKinetic_eq`, this reduction is `hred`, and `split_ifs` separates the two cases. The condition \(0<i<N\) forces \(N\ge2\), and all pairs of interior points are included. For one particle in one dimension between hard walls, adding the potential values \(V(x_i)\) to the diagonal gives the usual DVR Hamiltonian, in which the potential is treated by quadrature.

```lean
/-- The kinetic-energy matrix of the finite-interval DVR in closed form, for a box of length
`L > 0`, an interior grid point `i` and any grid point `j`. -/
theorem dvrKinetic_eq (κ : ℝ) {L : ℝ} (hL : 0 < L) {N i j : ℕ}
    (hi : 0 < i) (hiN : i < N) (hj : j ≤ N) :
    dvrKinetic κ L N i j = κ * π ^ 2 / L ^ 2 *
      (if i = j then ((2 * (N : ℝ) ^ 2 + 1) / 3 - 1 / sin (π * i / N) ^ 2) / 2
      else (-1) ^ (i + j) / 2 * (1 / sin (π * ((i : ℝ) - j) / (2 * N)) ^ 2
        - 1 / sin (π * ((i : ℝ) + j) / (2 * N)) ^ 2)) := by
  -- the normalisation of the modes turns the matrix element into the mode sum
  have hred : dvrKinetic κ L N i j = κ * π ^ 2 / L ^ 2 * modeSum N i j := by
    have hN : (N : ℝ) ≠ 0 := by exact_mod_cast (by omega : N ≠ 0)
    unfold dvrKinetic modeSum boxMode boxEnergy
    rw [Finset.mul_sum, Finset.mul_sum, Finset.mul_sum]
    refine Finset.sum_congr rfl fun n _ => ?_
    have ha : ∀ k : ℕ, (n : ℝ) * π * (k * L / N) / L = n * π * k / N := by
      intro k
      field_simp
    rw [ha, ha]
    calc _ = (√(2 / L) * √(2 / L)) * (L / N * (κ * (n * π / L) ^ 2)
            * sin (n * π * i / N) * sin (n * π * j / N)) := by ring
      _ = _ := by
        rw [Real.mul_self_sqrt (by positivity)]
        field_simp
  rw [hred]
  split_ifs with h
  · subst h
    rw [modeSum_diag hi hiN]
  · rw [modeSum_offdiag hiN.le hj h]

end

end FiniteIntervalDVR
```

```lean
#print axioms FiniteIntervalDVR.boxMode_eigen
-- 'FiniteIntervalDVR.boxMode_eigen' depends on axioms: [propext, Classical.choice, Quot.sound]
#print axioms FiniteIntervalDVR.dvrKinetic_eq
-- 'FiniteIntervalDVR.dvrKinetic_eq' depends on axioms: [propext, Classical.choice, Quot.sound]
```
